# The cubic $\Gamma_7$ doublet of $J = 7/2$ has an isotropic first-order g value of magnitude $3g_J$

## States, operators and the sign of the Zeeman energy

Let $|m\rangle$ be the eigenstates of $J_z$ in the multiplet $J = 7/2$, with $\hbar = 1$. The raising operator acts as

$$J_+|m\rangle = \sqrt{J(J+1) - m(m+1)}\;|m+1\rangle ,$$

and $J_- = J_+^\dagger$, $J_x = (J_+ + J_-)/2$, $J_y = -\tfrac{i}{2}(J_+ - J_-)$. The field is $\mathbf B = (x, y, z)$, and the Zeeman energy is $\mu g_J\,\mathbf B\cdot\mathbf J$, where $g_J$ is the Landé factor and $\mu$ the Bohr magneton.

For real amplitudes with $c^2 + s^2 = 1$, consider the two states

$$|\phi_0\rangle = c\,|5/2\rangle - s\,|{-3/2}\rangle, \qquad |\phi_1\rangle = c\,|{-5/2}\rangle - s\,|3/2\rangle ,$$

and the projector $P = |\phi_0\rangle\langle\phi_0| + |\phi_1\rangle\langle\phi_1|$. The choice $c = \sqrt3/2$, $s = 1/2$ gives the $\Gamma_7$ doublet of a cubic crystal field with the $x$, $y$ and $z$ axes along the fourfold axes. For this doublet

$$(P\,\mathbf B\cdot\mathbf J\,P)^2 = \tfrac94|\mathbf B|^2 P$$

for every real field, so it splits like a spin 1/2 with an isotropic g value of magnitude $3g_J$, which is $24/7$ for Yb³⁺.

## The doublet as a two-by-two problem

The two states share no value of $m$, so they are orthonormal and $J_z$ is diagonal between them:

$$\langle\phi_0|J_z|\phi_0\rangle = \tfrac52c^2 - \tfrac32s^2 = a, \qquad \langle\phi_1|J_z|\phi_1\rangle = -a, \qquad a = \frac{5c^2 - 3s^2}{2}.$$

For $m = -5/2$ and for $m = 3/2$ the product $m(m+1)$ is $15/4$, so both ladder amplitudes are $\sqrt{63/4 - 15/4} = \sqrt{12} = 2\sqrt3$. Hence

$$J_+|\phi_1\rangle = 2\sqrt3\,\bigl(c\,|{-3/2}\rangle - s\,|5/2\rangle\bigr), \qquad \langle\phi_0|J_+|\phi_1\rangle = -4\sqrt3\,cs .$$

This vector has no overlap with $|\phi_1\rangle$. The vector $J_+|\phi_0\rangle$ contains only $|7/2\rangle$ and $|{-1/2}\rangle$, which lie outside the doublet, so the other elements of $J_+$ vanish.

With $\mathbf B\cdot\mathbf J = zJ_z + \tfrac12(x-iy)J_+ + \tfrac12(x+iy)J_-$ and $b = 2\sqrt3\,cs$, the matrix of $\mathbf B\cdot\mathbf J$ in the doublet is

$$M = \begin{pmatrix} az & -b(x-iy)\\ -b(x+iy) & -az\end{pmatrix}, \qquad M^2 = \bigl[a^2z^2 + b^2(x^2+y^2)\bigr]\,\mathbb 1 .$$

Let $V$ be the $8\times2$ matrix with columns $\phi_0, \phi_1$. Then $P = VV^\dagger$, $V^\dagger V = \mathbb 1$ and $M = V^\dagger(\mathbf B\cdot\mathbf J)V$, so

$$(P\,\mathbf B\cdot\mathbf J\,P)^2 = VM\,V^\dagger V\,MV^\dagger = VM^2V^\dagger = \bigl[a^2z^2 + b^2(x^2+y^2)\bigr]P .$$

For the cubic amplitudes $c^2 = 3/4$ and $s^2 = 1/4$. This gives $a = (15/4 - 3/4)/2 = 3/2$ and $b^2 = 12\cdot\tfrac{3}{16} = 9/4$, and the square is isotropic.

In general, isotropy requires $a^2 = b^2$. With $c^2 = 1 - s^2$ this reads $(5 - 8s^2)^2 = 48s^2(1 - s^2)$, or

$$(4s^2 - 1)(28s^2 - 25) = 0 .$$

The energies in the cubic doublet follow from

$$\det(E\,\mathbb 1 - \mu g_JM) = E^2 - \tfrac94(\mu g_J)^2|\mathbf B|^2 = 0, \qquad E = \pm\tfrac12(3g_J)\,\mu|\mathbf B| .$$

A spin 1/2 has levels $\pm\tfrac12g\mu|\mathbf B|$, so $|g| = 3|g_J|$. For Yb³⁺, with $L = 3$ and $S = 1/2$,

$$g_J = 1 + \frac{63/4 + 3/4 - 12}{2\cdot 63/4} = \frac87, \qquad 3g_J = \frac{24}{7}.$$

## The multiplet and the doublet in Lean

```lean
import Mathlib

open Matrix

noncomputable section

namespace CubicDoubletGTensor
```

The eight states are indexed by $k = 0, \dots, 7$ with $m = 7/2 - k$. Raising $m$ therefore lowers the index by one, and `Jplus` has its entries just above the diagonal.

```lean
/-- The projection m of the k-th basis state of J = 7/2, running from 7/2 down to -7/2. -/
def proj (k : Fin 8) : ℝ := 7 / 2 - ((k : ℕ) : ℝ)

/-- The amplitude √(J(J+1) - m(m+1)) with which the raising operator acts on the k-th state. -/
def ladder (k : Fin 8) : ℝ := √(7 / 2 * (7 / 2 + 1) - proj k * (proj k + 1))

/-- The raising operator of J = 7/2. -/
def Jplus : Matrix (Fin 8) (Fin 8) ℂ :=
  Matrix.of fun i j => if (i : ℕ) + 1 = (j : ℕ) then (ladder j : ℂ) else 0
```

The Cartesian components are built from `Jplus` and its conjugate transpose, written `ᴴ`. The field components in `dotJ` are real numbers, cast into the complex numbers.

```lean
/-- The x component of the angular momentum. -/
def Jx : Matrix (Fin 8) (Fin 8) ℂ := (1 / 2 : ℂ) • (Jplus + Jplusᴴ)

/-- The y component of the angular momentum. -/
def Jy : Matrix (Fin 8) (Fin 8) ℂ := (-Complex.I / 2) • (Jplus - Jplusᴴ)

/-- The z component of the angular momentum. -/
def Jz : Matrix (Fin 8) (Fin 8) ℂ := Matrix.diagonal fun k => (proj k : ℂ)

/-- The operator B·J for a field with components x, y, z. -/
def dotJ (x y z : ℝ) : Matrix (Fin 8) (Fin 8) ℂ :=
  (x : ℂ) • Jx + (y : ℂ) • Jy + (z : ℂ) • Jz
```

The matrix `doublet c s` is $V$, with $\phi_0$ and $\phi_1$ as columns 0 and 1. Its amplitudes are an input: the cubic symmetry of the site enters through the values $\sqrt3/2$ and $1/2$, and no crystal-field Hamiltonian is diagonalised to obtain them.

```lean
/-- The two columns are c|5/2⟩ - s|-3/2⟩ and c|-5/2⟩ - s|3/2⟩. -/
def doublet (c s : ℝ) : Matrix (Fin 8) (Fin 2) ℂ :=
  !![0, 0; (c : ℂ), 0; 0, -(s : ℂ); 0, 0; 0, 0; -(s : ℂ), 0; 0, (c : ℂ); 0, 0]

/-- The sum of |ψ⟩⟨ψ| over the two states of the doublet. -/
def P (c s : ℝ) : Matrix (Fin 8) (Fin 8) ℂ := doublet c s * (doublet c s)ᴴ
```

The Landé formula takes the orbital g factor as 1 and the spin g factor as 2.

```lean
/-- The Landé factor of a Russell-Saunders level, for J > 0. -/
def lande (J S L : ℝ) : ℝ :=
  1 + (J * (J + 1) + S * (S + 1) - L * (L + 1)) / (2 * J * (J + 1))
```

## Orthonormal states and their projector

The first theorem is $V^\dagger V = \mathbb 1$, checked entry by entry from the normalisation.

```lean
/-- The two states of the doublet are orthonormal when c² + s² = 1. -/
theorem doublet_orthonormal {c s : ℝ} (h : c ^ 2 + s ^ 2 = 1) :
    (doublet c s)ᴴ * doublet c s = 1 := by
  have h' : (c : ℂ) ^ 2 + (s : ℂ) ^ 2 = 1 := by exact_mod_cast h
  ext i j
  fin_cases i <;> fin_cases j <;>
    simp [doublet, Matrix.mul_apply, Fin.sum_univ_eight] <;> linear_combination h'
```

The second confirms that `P` is the orthogonal projector onto the doublet: it is Hermitian and idempotent, and it fixes exactly the vectors $Vu$. Idempotence, and the fact that every $Vu$ is fixed, use $PV = V$, the step `hV`. The rest follows from $P = VV^\dagger$ alone: this product is Hermitian, and a fixed vector $v$ equals $Vu$ with $u = V^\dagger v$.

```lean
/-- When c² + s² = 1, P is Hermitian and idempotent, and the vectors it leaves fixed are
exactly the superpositions of the two doublet states. -/
theorem P_projects {c s : ℝ} (h : c ^ 2 + s ^ 2 = 1) :
    (P c s).IsHermitian ∧ P c s * P c s = P c s ∧
      ∀ v, P c s *ᵥ v = v ↔ ∃ u, v = doublet c s *ᵥ u := by
  have hV : P c s * doublet c s = doublet c s := by
    rw [P, Matrix.mul_assoc, doublet_orthonormal h, Matrix.mul_one]
  refine ⟨Matrix.isHermitian_mul_conjTranspose_self _, ?_, fun v => ⟨fun hv => ?_, ?_⟩⟩
  · calc P c s * P c s = (P c s * doublet c s) * (doublet c s)ᴴ := by
          rw [Matrix.mul_assoc]; rfl
      _ = P c s := by rw [hV]; rfl
  · exact ⟨(doublet c s)ᴴ *ᵥ v, by rw [Matrix.mulVec_mulVec]; exact hv.symm⟩
  · rintro ⟨u, rfl⟩
    rw [Matrix.mulVec_mulVec, hV]
```

## Matrix elements and the axial formula

The theorem `effective_spin` is the matrix $M$ for arbitrary real $c$ and $s$, normalised or not. Here `l2` and `l6` are the ladder amplitudes from $m = 3/2$ and $m = -5/2$. The step `hp` computes $V^\dagger J_+V$, `hm` obtains the lowering operator by taking the adjoint, and `hz` treats $J_z$. Linearity then assembles the three.

```lean
/-- The matrix elements of B·J between the two doublet states. -/
theorem effective_spin (c s x y z : ℝ) :
    (doublet c s)ᴴ * dotJ x y z * doublet c s =
      !![(5 * (c : ℂ) ^ 2 - 3 * (s : ℂ) ^ 2) / 2 * z,
          -(2 * (√3 : ℝ) * ((c : ℂ) * s)) * (x - Complex.I * y);
        -(2 * (√3 : ℝ) * ((c : ℂ) * s)) * (x + Complex.I * y),
          -((5 * (c : ℂ) ^ 2 - 3 * (s : ℂ) ^ 2) / 2 * z)] := by
  have h12 : √12 = 2 * √3 := by
    rw [show (12 : ℝ) = 2 ^ 2 * 3 by norm_num, Real.sqrt_mul (by norm_num),
      Real.sqrt_sq (by norm_num)]
  -- the only two ladder steps that connect the doublet states
  have l2 : ladder 2 = 2 * √3 := by
    rw [← h12]; unfold ladder proj; congr 1; norm_num
  have l6 : ladder 6 = 2 * √3 := by
    rw [← h12]; unfold ladder proj; congr 1; norm_num
  have hp : (doublet c s)ᴴ * Jplus * doublet c s =
      !![0, -(4 * (√3 : ℝ) * ((c : ℂ) * s)); 0, 0] := by
    ext i j
    fin_cases i <;> fin_cases j <;>
      simp [doublet, Jplus, Matrix.mul_apply, Fin.sum_univ_eight, l2, l6]
    ring
  -- the lowering operator follows by taking the adjoint
  have hm : (doublet c s)ᴴ * Jplusᴴ * doublet c s =
      !![0, 0; -(4 * (√3 : ℝ) * ((c : ℂ) * s)), 0] := by
    have e : (doublet c s)ᴴ * Jplusᴴ * doublet c s =
        ((doublet c s)ᴴ * Jplus * doublet c s)ᴴ := by
      simp only [Matrix.conjTranspose_mul, Matrix.conjTranspose_conjTranspose, Matrix.mul_assoc]
    rw [e, hp]
    ext i j
    fin_cases i <;> fin_cases j <;> simp
  have hz : (doublet c s)ᴴ * Jz * doublet c s =
      !![(5 * (c : ℂ) ^ 2 - 3 * (s : ℂ) ^ 2) / 2, 0;
        0, -((5 * (c : ℂ) ^ 2 - 3 * (s : ℂ) ^ 2) / 2)] := by
    ext i j
    fin_cases i <;> fin_cases j <;>
      simp [doublet, Jz, proj, Matrix.mul_apply, Matrix.diagonal_apply, Fin.sum_univ_eight] <;>
      ring
  simp only [dotJ, Jx, Jy, Matrix.mul_add, Matrix.add_mul, Matrix.mul_sub, Matrix.sub_mul,
    Matrix.mul_smul, Matrix.smul_mul, hp, hm, hz]
  ext i j
  fin_cases i <;> fin_cases j <;> simp <;> ring
```

Normalisation enters when the operator is squared. The lemma `sq2` squares a traceless $2\times2$ matrix, and the `calc` block regroups the product so that $V^\dagger V$ stands in the middle and can be replaced by the identity. The closing `linear_combination` uses $(\sqrt3)^2 = 3$ and $i^2 = -1$.

```lean
/-- For c² + s² = 1 the square of the projected B·J is a multiple of P, with separate
coefficients for the field along z and the field across z. -/
theorem projected_square {c s : ℝ} (h : c ^ 2 + s ^ 2 = 1) (x y z : ℝ) :
    (P c s * dotJ x y z * P c s) ^ 2 =
      ((((5 * c ^ 2 - 3 * s ^ 2) / 2) ^ 2 * z ^ 2 + 12 * (c * s) ^ 2 * (x ^ 2 + y ^ 2) : ℝ) : ℂ)
        • P c s := by
  have sq2 : ∀ a b d : ℂ, !![a, b; d, -a] * !![a, b; d, -a] =
      (a ^ 2 + b * d) • (1 : Matrix (Fin 2) (Fin 2) ℂ) := by
    intro a b d
    ext i j
    fin_cases i <;> fin_cases j <;> simp [Matrix.mul_apply, Fin.sum_univ_two] <;> ring
  have h3 : ((√3 : ℝ) : ℂ) ^ 2 = 3 := by
    exact_mod_cast Real.sq_sqrt (show (0 : ℝ) ≤ 3 by norm_num)
  -- the square reduces to that of the 2 × 2 matrix
  calc (P c s * dotJ x y z * P c s) ^ 2
      = doublet c s * (((doublet c s)ᴴ * dotJ x y z * doublet c s) *
          ((doublet c s)ᴴ * doublet c s) *
          ((doublet c s)ᴴ * dotJ x y z * doublet c s)) * (doublet c s)ᴴ := by
        rw [pow_two]; simp only [P, Matrix.mul_assoc]
    _ = _ := by
        rw [doublet_orthonormal h, Matrix.mul_one, effective_spin, sq2, Matrix.mul_smul,
          Matrix.mul_one, Matrix.smul_mul, P]
        congr 1
        push_cast
        linear_combination 4 * (c : ℂ) ^ 2 * s ^ 2 * (x ^ 2 + y ^ 2) * h3 -
          4 * (c : ℂ) ^ 2 * s ^ 2 * y ^ 2 * ((√3 : ℝ) : ℂ) ^ 2 * Complex.I_sq
```

## Isotropy at the cubic amplitudes, and at one other weight

Inserting $c = \sqrt3/2$ and $s = 1/2$ gives the result for every field direction. The three Cartesian statements are its cases with a unit field along each axis.

```lean
/-- For c = √3/2 and s = 1/2 the projected B·J squares to (9/4)|B|² P, whatever the
direction of the field. -/
theorem cubic_isotropic (x y z : ℝ) :
    (P (√3 / 2) (1 / 2) * dotJ x y z * P (√3 / 2) (1 / 2)) ^ 2 =
      ((9 / 4 * (x ^ 2 + y ^ 2 + z ^ 2) : ℝ) : ℂ) • P (√3 / 2) (1 / 2) := by
  have hc : (√3 / 2) ^ 2 = 3 / 4 := by
    rw [div_pow, Real.sq_sqrt (by norm_num)]; norm_num
  rw [projected_square (by rw [hc]; norm_num)]
  congr 2
  simp only [mul_pow, hc]
  ring

/-- For c = √3/2 and s = 1/2 each Cartesian component satisfies (P J_a P)² = (9/4) P. -/
theorem cubic_components :
    (P (√3 / 2) (1 / 2) * Jx * P (√3 / 2) (1 / 2)) ^ 2 = (9 / 4 : ℂ) • P (√3 / 2) (1 / 2) ∧
    (P (√3 / 2) (1 / 2) * Jy * P (√3 / 2) (1 / 2)) ^ 2 = (9 / 4 : ℂ) • P (√3 / 2) (1 / 2) ∧
    (P (√3 / 2) (1 / 2) * Jz * P (√3 / 2) (1 / 2)) ^ 2 = (9 / 4 : ℂ) • P (√3 / 2) (1 / 2) :=
  ⟨by simpa [dotJ] using cubic_isotropic 1 0 0, by simpa [dotJ] using cubic_isotropic 0 1 0,
    by simpa [dotJ] using cubic_isotropic 0 0 1⟩
```

The next theorem asks which normalised mixtures have equal squares for $J_x$ and $J_z$. Since $P$ has trace 2, taking the trace of both sides shows that the two coefficients agree, and the factorised quadratic `f` leaves two weights. The converse is by substitution.

```lean
/-- For c² + s² = 1 the projected J_x and J_z have equal squares exactly when the weight s²
is 1/4 or 25/28. -/
theorem isotropic_iff {c s : ℝ} (h : c ^ 2 + s ^ 2 = 1) :
    (P c s * Jx * P c s) ^ 2 = (P c s * Jz * P c s) ^ 2 ↔ s ^ 2 = 1 / 4 ∨ s ^ 2 = 25 / 28 := by
  have ex : dotJ 1 0 0 = Jx := by simp [dotJ]
  have ez : dotJ 0 0 1 = Jz := by simp [dotJ]
  have hc : c ^ 2 = 1 - s ^ 2 := by linarith
  have htr : (P c s).trace = 2 := by
    rw [P, Matrix.trace_mul_comm, doublet_orthonormal h]; simp
  rw [← ex, ← ez, projected_square h, projected_square h]
  constructor
  · intro e
    -- the trace of P is 2, so the two coefficients agree
    have t := congrArg Matrix.trace e
    rw [Matrix.trace_smul, Matrix.trace_smul, htr, smul_eq_mul, smul_eq_mul] at t
    have t' := Complex.ofReal_injective (mul_right_cancel₀ two_ne_zero t)
    simp only [mul_pow, hc] at t'
    have f : (4 * s ^ 2 - 1) * (28 * s ^ 2 - 25) = 0 := by linear_combination (-4) * t'
    rcases mul_eq_zero.mp f with f | f
    · left; linarith
    · right; linarith
  · rintro (hs | hs) <;>
    · congr 2
      simp only [mul_pow, hc, hs]
      norm_num
```

Isotropy alone thus does not identify the cubic doublet. At $s^2 = 25/28$ the axial formula has $a^2 = b^2 = 225/196$, and the secular equation, solved as before, gives a g value of magnitude $\tfrac{15}{7}g_J$ in place of $3g_J$.

## Zeeman levels and the ytterbium value

The energies are stated through the secular determinant of the $2\times2$ Zeeman matrix: a real $E$ makes it vanish if and only if $E$ is one of the two values $\pm(3g_J)\mu|\mathbf B|/2$. The parameters `gJ` and `μ` are arbitrary real numbers. In the proof, `ha` and `hb` evaluate $a = b = 3/2$, `hdet` expands the determinant, and `hd` reduces it to a difference of two squares.

```lean
/-- For c = √3/2 and s = 1/2, the secular equation of the Zeeman energy μ g_J B·J within the
doublet has the roots ±(3 g_J) μ|B|/2. -/
theorem zeeman_levels (gJ μ x y z E : ℝ) :
    ((E : ℂ) • (1 : Matrix (Fin 2) (Fin 2) ℂ) - ((μ * gJ : ℝ) : ℂ) •
      ((doublet (√3 / 2) (1 / 2))ᴴ * dotJ x y z * doublet (√3 / 2) (1 / 2))).det = 0 ↔
    E = 3 * gJ * μ * √(x ^ 2 + y ^ 2 + z ^ 2) / 2 ∨
      E = -(3 * gJ * μ * √(x ^ 2 + y ^ 2 + z ^ 2) / 2) := by
  have h3 : ((√3 : ℝ) : ℂ) ^ 2 = 3 := by
    exact_mod_cast Real.sq_sqrt (show (0 : ℝ) ≤ 3 by norm_num)
  have hR : ((√(x ^ 2 + y ^ 2 + z ^ 2) : ℝ) : ℂ) ^ 2 = (x : ℂ) ^ 2 + y ^ 2 + z ^ 2 := by
    exact_mod_cast Real.sq_sqrt (show 0 ≤ x ^ 2 + y ^ 2 + z ^ 2 by positivity)
  have ha : (5 * ((√3 / 2 : ℝ) : ℂ) ^ 2 - 3 * ((1 / 2 : ℝ) : ℂ) ^ 2) / 2 = 3 / 2 := by
    push_cast; linear_combination (5 / 8) * h3
  have hb : 2 * ((√3 : ℝ) : ℂ) * (((√3 / 2 : ℝ) : ℂ) * ((1 / 2 : ℝ) : ℂ)) = 3 / 2 := by
    push_cast; linear_combination (1 / 2) * h3
  have hdet : ∀ e k a b d : ℂ, (e • (1 : Matrix (Fin 2) (Fin 2) ℂ) -
      k • !![a, b; d, -a]).det = e ^ 2 - k ^ 2 * (a ^ 2 + b * d) := by
    intro e k a b d
    simp [Matrix.det_fin_two]
    ring
  have hd : ((E : ℂ) • (1 : Matrix (Fin 2) (Fin 2) ℂ) - ((μ * gJ : ℝ) : ℂ) •
      ((doublet (√3 / 2) (1 / 2))ᴴ * dotJ x y z * doublet (√3 / 2) (1 / 2))).det =
      ((E ^ 2 - (3 * gJ * μ * √(x ^ 2 + y ^ 2 + z ^ 2) / 2) ^ 2 : ℝ) : ℂ) := by
    rw [effective_spin, ha, hb, hdet]
    push_cast
    linear_combination 9 / 4 * ((μ : ℂ) * gJ) ^ 2 * hR +
      9 / 4 * ((μ : ℂ) * gJ) ^ 2 * (y : ℂ) ^ 2 * Complex.I_sq
  rw [hd, Complex.ofReal_eq_zero, sub_eq_zero, sq_eq_sq_iff_eq_or_eq_neg]
```

For ytterbium the factor $3g_J = 24/7$ is computed from the quantum numbers and inserted.

```lean
/-- With the Landé factor of Yb3+ (L = 3, S = 1/2, J = 7/2), the Zeeman levels of the doublet
with c = √3/2 and s = 1/2 are ±g μ|B|/2 with g = 24/7. -/
theorem ytterbium_levels (μ x y z E : ℝ) :
    ((E : ℂ) • (1 : Matrix (Fin 2) (Fin 2) ℂ) - ((μ * lande (7 / 2) (1 / 2) 3 : ℝ) : ℂ) •
      ((doublet (√3 / 2) (1 / 2))ᴴ * dotJ x y z * doublet (√3 / 2) (1 / 2))).det = 0 ↔
    E = 24 / 7 * μ * √(x ^ 2 + y ^ 2 + z ^ 2) / 2 ∨
      E = -(24 / 7 * μ * √(x ^ 2 + y ^ 2 + z ^ 2) / 2) := by
  have hg : 3 * lande (7 / 2) (1 / 2) 3 = 24 / 7 := by norm_num [lande]
  rw [zeeman_levels, hg]

end CubicDoubletGTensor
```

```lean
#print axioms CubicDoubletGTensor.cubic_isotropic
#print axioms CubicDoubletGTensor.cubic_components
#print axioms CubicDoubletGTensor.isotropic_iff
#print axioms CubicDoubletGTensor.ytterbium_levels
```

```
'CubicDoubletGTensor.cubic_isotropic' depends on axioms: [propext, Classical.choice, Quot.sound]
'CubicDoubletGTensor.cubic_components' depends on axioms: [propext, Classical.choice, Quot.sound]
'CubicDoubletGTensor.isotropic_iff' depends on axioms: [propext, Classical.choice, Quot.sound]
'CubicDoubletGTensor.ytterbium_levels' depends on axioms: [propext, Classical.choice, Quot.sound]
```

These levels are first order in the field and belong to a doublet isolated within a pure $J = 7/2$ multiplet. Mixing with other crystal-field levels by the field, admixture of $J = 5/2$, covalency and hyperfine coupling are all absent. Within that model, $24/7$ is a reference value for the EPR of Yb³⁺ at a cubic site with a $\Gamma_7$ ground doublet, and a g-tensor program restricted to the same multiplet should reproduce it when its spin g factor is set to exactly 2. The levels fix only the magnitude of g, not its sign.
